# 𝑎 + 𝑔 maps a coherent state of amplitude −𝑔, cut off after level 𝑛, to a multiple of level 𝑛

The theorem `coherent_residual` concerns a single oscillator restricted to levels 0 to 𝑛, with 𝑎 the truncated annihilation matrix, 𝑔 a real number and 𝑣 the unnormalised vector with entries 𝑣ₖ = (−𝑔)ᵏ/√(𝑘!). It states that (𝑎 + 𝑔)𝑣 has entry 𝑔𝑣ₙ at level 𝑛 and zero at every other level, so 𝑣 satisfies the eigenvalue equation 𝑎𝑣 = −𝑔𝑣 except for a possible residual at the cutoff. The proof compares entries: at the top level 𝑎𝑣 vanishes, while at a lower level 𝑖 the sum for (𝑎𝑣)ᵢ has only the term √(𝑖+1) 𝑣ᵢ₊₁, which cancels 𝑔𝑣ᵢ.

The failing Lean file:

```lean
import Mathlib

open Matrix Filter Topology

namespace TruncatedDisplacedOscillator

noncomputable section

/-- The annihilation operator restricted to the oscillator levels `0, ..., N-1`. -/
def lower (N : ℕ) : Matrix (Fin N) (Fin N) ℝ :=
  Matrix.of fun i j => if (i : ℕ) + 1 = (j : ℕ) then √((j : ℕ) : ℝ) else 0

/-- The annihilation operator shifted by the constant `g`. -/
def displaced (N : ℕ) (g : ℝ) : Matrix (Fin N) (Fin N) ℝ :=
  lower N + g • (1 : Matrix (Fin N) (Fin N) ℝ)

/-- The unnormalised coherent state with displacement `-g`, cut off after level `n`. -/
def coherent (n : ℕ) (g : ℝ) : Fin (n + 1) → ℝ :=
  fun k => (-g) ^ (k : ℕ) / √((k : ℕ).factorial : ℝ)

/-- The shifted annihilation operator maps the truncated coherent state to a vector supported on
the highest retained level. -/
theorem coherent_residual (n : ℕ) (g : ℝ) :
    displaced (n + 1) g *ᵥ coherent n g =
      Pi.single (Fin.last n) (g * coherent n g (Fin.last n)) := by
  ext i
  rw [displaced, Matrix.add_mulVec, Matrix.smul_mulVec, Matrix.one_mulVec, Pi.add_apply,
    Pi.smul_apply, smul_eq_mul]
  refine Fin.lastCases ?_ (fun i => ?_) i
  · have h : (lower (n + 1) *ᵥ coherent n g) (Fin.last n) = 0 := by
      refine Finset.sum_eq_zero (fun j _ => ?_)
      have hj : ¬ (((Fin.last n : Fin (n + 1)) : ℕ) + 1 = (j : ℕ)) := by
        have := j.isLt
        rw [Fin.val_last]
        omega
      simp only [lower, Matrix.of_apply]
      rw [if_neg hj, zero_mul]
    rw [h, zero_add, Pi.single_eq_same]
  · have h : (lower (n + 1) *ᵥ coherent n g) i.castSucc =
        √(((i : ℕ) + 1 : ℕ) : ℝ) * coherent n g i.succ := by
      refine (Finset.sum_eq_single i.succ (fun j _ hj => ?_) (fun h => ?_)).trans ?_
      · have hj' : ¬ ((i.castSucc : ℕ) + 1 = (j : ℕ)) := fun h =>
          hj (Fin.ext (by rw [Fin.val_succ, ← h, Fin.val_castSucc]))
        simp only [lower, Matrix.of_apply]
        rw [if_neg hj', zero_mul]
      · exact absurd (Finset.mem_univ _) h
      · simp [lower]
    rw [h, Pi.single_eq_of_ne (Fin.castSucc_lt_last i).ne]
    -- neighbouring coherent amplitudes cancel
    simp only [coherent, Fin.val_succ, Fin.val_castSucc]
    have h1 : √(((i : ℕ) + 1 : ℕ) : ℝ) ≠ 0 := (Real.sqrt_pos.mpr (by positivity)).ne'
    have h2 : √((i : ℕ).factorial : ℝ) ≠ 0 := (Real.sqrt_pos.mpr (by positivity)).ne'
    rw [Nat.factorial_succ, Nat.cast_mul, Real.sqrt_mul (Nat.cast_nonneg _), pow_succ,
      mul_div_assoc', mul_div_mul_left _ _ h1]
    ring

end

end TruncatedDisplacedOscillator
```

Lean reports:

```
Main.lean:31:13: error: typeclass instance problem is stuck
  AddCommMonoid ?m.107

Note: Lean will not try to resolve this typeclass instance problem because the type argument to `AddCommMonoid` is a metavariable. This argument must be fully determined before Lean will try to resolve the typeclass.

Hint: Adding type annotations and supplying implicit arguments to functions can give Lean more information for typeclass resolution. For example, if you have a variable `x` that you intend to be a `Nat`, but Lean reports it as having an unresolved type like `?m`, replacing `x` with `(x : Nat)` can get typeclass resolution un-stuck.
Main.lean:41:6: error: Type mismatch
  Eq.trans (Finset.sum_eq_single i.succ (fun j x hj => ?m.163) fun h => ?m.166) ?m.172
has type
  ∑ x ∈ ?m.157, ?m.158 x = ?m.171
but is expected to have type
  (lower (n + 1) *ᵥ coherent n g) i.castSucc = √↑(↑i + 1) * coherent n g i.succ
```

Lean accepts the file once it reads:

```diff
@@ -29,5 +29,7 @@
   refine Fin.lastCases ?_ (fun i => ?_) i
   · have h : (lower (n + 1) *ᵥ coherent n g) (Fin.last n) = 0 := by
-      refine Finset.sum_eq_zero (fun j _ => ?_)
+      change ∑ j, lower (n + 1) (Fin.last n) j * coherent n g j = 0
+      apply Finset.sum_eq_zero
+      intro j _
       have hj : ¬ (((Fin.last n : Fin (n + 1)) : ℕ) + 1 = (j : ℕ)) := by
         have := j.isLt
@@ -39,11 +41,15 @@
   · have h : (lower (n + 1) *ᵥ coherent n g) i.castSucc =
         √(((i : ℕ) + 1 : ℕ) : ℝ) * coherent n g i.succ := by
-      refine (Finset.sum_eq_single i.succ (fun j _ hj => ?_) (fun h => ?_)).trans ?_
-      · have hj' : ¬ ((i.castSucc : ℕ) + 1 = (j : ℕ)) := fun h =>
+      change ∑ j, lower (n + 1) i.castSucc j * coherent n g j =
+        √(((i : ℕ) + 1 : ℕ) : ℝ) * coherent n g i.succ
+      rw [Finset.sum_eq_single i.succ]
+      · simp [lower]
+      · intro j _ hj
+        have hj' : ¬ ((i.castSucc : ℕ) + 1 = (j : ℕ)) := fun h =>
           hj (Fin.ext (by rw [Fin.val_succ, ← h, Fin.val_castSucc]))
         simp only [lower, Matrix.of_apply]
         rw [if_neg hj', zero_mul]
-      · exact absurd (Finset.mem_univ _) h
-      · simp [lower]
+      · intro h
+        exact absurd (Finset.mem_univ _) h
     rw [h, Pi.single_eq_of_ne (Fin.castSucc_lt_last i).ne]
     -- neighbouring coherent amplitudes cancel
```

Both errors come from using a lemma about finite sums on a goal whose left side is written as an entry of `lower (n + 1) *ᵥ coherent n g`. That entry is a sum by definition, but Lean did not unfold it far enough to match the lemma. With `Finset.sum_eq_zero`, the type of the summands therefore stayed unknown, and the search for its `AddCommMonoid` instance got stuck. With `Finset.sum_eq_single`, Lean reported the mismatch directly: the term proves an equation about a `∑`, while the goal has the matrix-vector product.

In each place the repair uses `change` to restate the goal as the explicit sum over `j`, which Lean accepts because the two forms are equal by definition. The sum lemmas then apply. In the first case, `apply` and `intro` do the work of the old `refine`. In the second, `rw [Finset.sum_eq_single i.succ]` replaces the sum by its one surviving term, in place of the chain built with `.trans`. The main goal now comes first, so `simp [lower]` moves up, and the arguments for the side goals are kept, with their variables now introduced by `intro`.
